# The all-to-all spin-1/2 Heisenberg antiferromagnet with unit coupling on every pair and an even number \(N\) of spins has ground energy \(-3N/8\)

The energy expectation value of a normalised trial state bounds the ground energy from above, and that number alone does not say how far above it lies. Take \(N\) spins 1/2, \(N\) even, \(\hbar=1\), with \(H=\sum_{i<j}\mathbf S_i\cdot\mathbf S_j\). The product state with half the spins up and half down has energy \(-N/8\), while bounding each bond by its singlet value \(-3/4\) gives \(-3N(N-1)/8\). For \(N=4\) this leaves the window from \(-9/2\) to \(-1/2\). These two estimates serve as orientation and are not among the theorems below, which fix the value at \(-3N/8\) for even \(N\). For this finite model with one common coupling, a variational or diagonalisation calculation thus has an exact number to be compared with.

## Configurations, spin operators and the Hamiltonian

```lean
import Mathlib

open Matrix Function
open scoped ComplexOrder

namespace AllToAllAntiferromagnet

noncomputable section

variable {N : ℕ} {d : Type} [Fintype d] [DecidableEq d]
```

Sites are \(i=0,\dots,N-1\). A configuration \(\sigma\) assigns a local label \(\sigma_i\) to each site, a state \(v\) is a complex function of \(\sigma\), and \(\sigma[i\to b]\) (Lean's `update σ i b`) is \(\sigma\) with \(\sigma_i\) replaced by \(b\). For a one-site matrix \(A\), the operator \(A_i\) has entry \(A(\sigma_i,\tau_i)\) between configurations \(\sigma,\tau\) that agree away from \(i\), and zero otherwise. The label set `d` is any finite set.

```lean
/-- The operator acting as `A` on site `i` and as the identity on every other site. -/
def site (i : Fin N) (A : Matrix d d ℂ) : Matrix (Fin N → d) (Fin N → d) ℂ :=
  of fun σ τ => if ∀ j, j ≠ i → σ j = τ j then A (σ i) (τ i) else 0
```

For spin 1/2 the label 0 is up and 1 is down. The matrices \(s^a\), with \(a=0,1,2\) for \(x,y,z\), are half the Pauli matrices, so \(\hbar=1\).

```lean
/-- Operators on `N` spins 1/2 in the basis of configurations. -/
abbrev Op (N : ℕ) := Matrix (Fin N → Fin 2) (Fin N → Fin 2) ℂ

/-- The three spin-1/2 matrices, half the Pauli matrices. -/
def spinHalf : Fin 3 → Matrix (Fin 2) (Fin 2) ℂ :=
  ![!![0, 1 / 2; 1 / 2, 0], !![0, -Complex.I / 2; Complex.I / 2, 0], !![1 / 2, 0; 0, -1 / 2]]
```

With \(S_i^a=(s^a)_i\), set \(\mathbf S_i\cdot\mathbf S_j=\sum_a S_i^aS_j^a\) and \(S^a=\sum_i S_i^a\). Every pair has exchange constant \(+1\): the sign favours antiparallel spins, the size sets the energy unit, and there is no rescaling by \(N\).

```lean
/-- The exchange operator `S_i · S_j`. -/
def exchange (i j : Fin N) : Op N := ∑ a, site i (spinHalf a) * site j (spinHalf a)

/-- Component `a` of the total spin. -/
def totalSpin (N : ℕ) (a : Fin 3) : Op N := ∑ i, site i (spinHalf a)

/-- The all-to-all Hamiltonian, the sum of `S_i · S_j` over `i < j`. -/
def ham (N : ℕ) : Op N := ∑ i : Fin N, ∑ j : Fin N with i < j, exchange i j
```

The matrix \(\varepsilon\) holds the amplitudes of \(|{\uparrow\downarrow}\rangle-|{\downarrow\uparrow}\rangle\). For \(N=M+M\), let \(w(\sigma)=\prod_{k=0}^{M-1}\varepsilon(\sigma_k,\sigma_{M+k})\); `Fin.castAdd M k` is site \(k\) and `Fin.natAdd M k` is site \(M+k\). The normalised state is \(2^{-M/2}w\). The inner product \(\langle v,v'\rangle=\sum_\sigma\overline{v(\sigma)}\,v'(\sigma)\) is `star v` dotted with \(v'\).

```lean
/-- Amplitudes of the unnormalised two-spin singlet. -/
def eps : Matrix (Fin 2) (Fin 2) ℂ := !![0, 1; -1, 0]

/-- The product of singlets on the pairs `(k, M + k)` of `M + M` spins. -/
def singletProduct (M : ℕ) (σ : Fin (M + M) → Fin 2) : ℂ :=
  ∏ k : Fin M, eps (σ (Fin.castAdd M k)) (σ (Fin.natAdd M k))
```

## (a) Action of a one-site operator

Show that \((A_iv)(\sigma)=\sum_b A(\sigma_i,b)\,v(\sigma[i\to b])\).

A configuration \(\tau\) agrees with \(\sigma\) away from \(i\) exactly when \(\tau=\sigma[i\to b]\) for some \(b\), and then \(b=\tau_i\). Hence \((A_i)_{\sigma\tau}=\sum_b\delta_{\tau,\sigma[i\to b]}A(\sigma_i,b)\), which is `hentry`. Multiplying by \(v(\tau)\) and summing over \(\tau\) first removes the delta.

```lean
/-- A one-site operator mixes only configurations that differ at that site. -/
theorem site_mulVec (i : Fin N) (A : Matrix d d ℂ) (v : (Fin N → d) → ℂ) (σ : Fin N → d) :
    (site i A *ᵥ v) σ = ∑ b, A (σ i) b * v (update σ i b) := by
  have hentry : ∀ τ, site i A σ τ = ∑ b, if τ = update σ i b then A (σ i) b else 0 := by
    intro τ
    rw [site, of_apply]
    by_cases h : ∀ j, j ≠ i → σ j = τ j
    · have hτ : τ = update σ i (τ i) := eq_update_iff.2 ⟨rfl, fun j hj => (h j hj).symm⟩
      rw [if_pos h, Finset.sum_eq_single (τ i), if_pos hτ]
      · intro b _ hb
        exact if_neg fun hτ' => hb (eq_update_iff.1 hτ').1.symm
      · simp
    · rw [if_neg h]
      exact (Finset.sum_eq_zero fun b _ => if_neg fun hτ' =>
        h fun j hj => ((eq_update_iff.1 hτ').2 j hj).symm).symm
  show ∑ τ, site i A σ τ * v τ = _
  simp only [hentry, Finset.sum_mul, ite_mul, zero_mul]
  rw [Finset.sum_comm]
  simp only [Finset.sum_ite_eq', Finset.mem_univ, if_true]
```

## (b) Squares on one site

Show that \(A^2=c\,1\) for a complex number \(c\) implies \(A_i^2=c\,1\).

Apply (a) twice and use \(\sigma[i\to b'][i\to b]=\sigma[i\to b]\) (`update_idem`):
\[(A_iA_iv)(\sigma)=\sum_{b',b}A(\sigma_i,b')A(b',b)\,v(\sigma[i\to b])=\sum_b (A^2)(\sigma_i,b)\,v(\sigma[i\to b])=c\,v(\sigma).\]
Two matrices with the same action on all \(v\) are equal, which is `toLin'.injective`.

```lean
/-- If `A² = c`, the operator `A` placed on a site also squares to `c`. -/
theorem site_sq (i : Fin N) {A : Matrix d d ℂ} {c : ℂ} (h : A * A = c • 1) :
    site i A * site i A = c • 1 := by
  refine toLin'.injective (LinearMap.ext fun v => funext fun σ => ?_)
  simp only [toLin'_apply, ← mulVec_mulVec]
  calc _ = ∑ b, (A * A) (σ i) b * v (update σ i b) := by
        simp only [site_mulVec, update_self, update_idem, Matrix.mul_apply, Finset.mul_sum,
          Finset.sum_mul, mul_assoc]
        exact Finset.sum_comm
    _ = _ := by simp [h, Matrix.one_apply, smul_mulVec]
```

## (c) Different sites commute

Show that \(A_iB_j=B_jA_i\) for \(i\ne j\) and any one-site matrices \(A,B\).

Changing site \(i\) leaves \(\sigma_j\) alone, so
\[(A_iB_jv)(\sigma)=\sum_{b,b'}A(\sigma_i,b)B(\sigma_j,b')\,v(\sigma[i\to b][j\to b']).\]
The opposite order gives the same terms with the two replacements swapped, and these commute (`update_comm`).

```lean
/-- Operators on different sites commute. -/
theorem site_comm {i j : Fin N} (h : i ≠ j) (A B : Matrix d d ℂ) :
    site i A * site j B = site j B * site i A := by
  refine toLin'.injective (LinearMap.ext fun v => funext fun σ => ?_)
  simp only [toLin'_apply, ← mulVec_mulVec, site_mulVec, update_of_ne h, update_of_ne h.symm,
    Finset.mul_sum]
  rw [Finset.sum_comm]
  refine Finset.sum_congr rfl fun c _ => Finset.sum_congr rfl fun b _ => ?_
  rw [update_comm h]
  ring
```

## (d) The total spin is Hermitian

Show that \((S^a)^\dagger=S^a\).

Each \(s^a\) satisfies \(\overline{s^a(x,y)}=s^a(y,x)\) for labels \(x,y\) (`hs`). Agreement away from \(i\) is symmetric in \(\sigma\) and \(\tau\), so each \(S_i^a\) is Hermitian, and so is their sum.

```lean
/-- Each component of the total spin is Hermitian. -/
theorem totalSpin_isHermitian (N : ℕ) (a : Fin 3) : (totalSpin N a).IsHermitian := by
  have hs : ∀ x y, star (spinHalf a x y) = spinHalf a y x := by
    intro x y
    fin_cases a <;> fin_cases x <;> fin_cases y <;> simp [spinHalf]
  rw [IsHermitian, totalSpin, conjTranspose_sum]
  refine Finset.sum_congr rfl fun i _ => ?_
  ext σ τ
  simp only [conjTranspose_apply, site, of_apply]
  by_cases h : ∀ j, j ≠ i → σ j = τ j
  · have h' : ∀ j, j ≠ i → τ j = σ j := fun j hj => (h j hj).symm
    rw [if_pos h, if_pos h', hs]
  · have h' : ¬ ∀ j, j ≠ i → τ j = σ j := fun h' => h fun j hj => (h' j hj).symm
    rw [if_neg h, if_neg h', star_zero]
```

## (e) The squared total spin

Show that \(\sum_a(S^a)^2=2H+\tfrac{3N}{4}\,1\) for every \(N\).

Expanding gives \(\sum_a(S^a)^2=\sum_{i,j}\mathbf S_i\cdot\mathbf S_j\). From \((s^a)^2=\tfrac14\) and (b), each of the \(N\) diagonal terms is \(\tfrac34\) (`hdiag`). The terms with \(i<j\) sum to \(H\). By (c), \(\mathbf S_i\cdot\mathbf S_j=\mathbf S_j\cdot\mathbf S_i\), so those with \(j<i\) sum to \(H\) as well. In Lean, `g i j` is the exchange term kept only for \(i<j\), `split` is the three-way case distinction, and `hH`, `hH'` are the two copies of \(H\).

```lean
/-- The squared total spin equals `2 H + 3N/4`. -/
theorem totalSpin_sq (N : ℕ) :
    ∑ a, totalSpin N a * totalSpin N a = (2 : ℂ) • ham N + (3 * N / 4 : ℂ) • (1 : Op N) := by
  have hsq : ∀ a, spinHalf a * spinHalf a = (1 / 4 : ℂ) • 1 := by
    intro a
    ext x y
    fin_cases a <;> fin_cases x <;> fin_cases y <;>
      simp [spinHalf, Matrix.mul_apply, Fin.sum_univ_two] <;>
      norm_num [Complex.ext_iff]
  have hdiag : ∀ i : Fin N, exchange i i = (3 / 4 : ℂ) • (1 : Op N) := by
    intro i
    have h := fun a => site_sq i (hsq a)
    simp only [exchange, Fin.sum_univ_three, h]
    module
  obtain ⟨g, hg⟩ : ∃ g : Fin N → Fin N → Op N,
      ∀ i j, g i j = if i < j then exchange i j else 0 :=
    ⟨fun i j => if i < j then exchange i j else 0, fun _ _ => rfl⟩
  -- each ordered pair has i < j, j < i or i = j
  have split : ∀ i j, exchange i j
      = g i j + g j i + if i = j then (3 / 4 : ℂ) • (1 : Op N) else 0 := by
    intro i j
    rcases lt_trichotomy i j with h | h | h
    · rw [hg, hg, if_pos h, if_neg (lt_asymm h), if_neg h.ne]
      simp
    · simp [hg, h, hdiag]
    · have hsym : exchange i j = exchange j i :=
        Finset.sum_congr rfl fun a _ => site_comm h.ne' _ _
      rw [hg, hg, if_neg (lt_asymm h), if_pos h, if_neg h.ne', hsym]
      simp
  have hH : ∑ i, ∑ j, g i j = ham N := by simp only [ham, Finset.sum_filter, hg]
  have hH' : ∑ i, ∑ j, g j i = ham N := Finset.sum_comm.trans hH
  calc _ = ∑ i : Fin N, ∑ j, exchange i j := by
        simp only [totalSpin, exchange, Finset.sum_mul_sum]
        rw [Finset.sum_comm]
        exact Finset.sum_congr rfl fun i _ => Finset.sum_comm
    _ = _ := by
        simp only [split, Finset.sum_add_distrib, Finset.sum_ite_eq, Finset.mem_univ, if_true,
          Finset.sum_const, Finset.card_univ, Fintype.card_fin]
        rw [hH, hH', ← Nat.cast_smul_eq_nsmul ℂ]
        module
```

## (f) The energy as a sum of squares

Show that \(\langle v,Hv\rangle=\tfrac12\sum_a\|S^av\|^2-\tfrac{3N}{8}\langle v,v\rangle\) for every \(v\).

By (d), \(\langle v,S^aS^av\rangle=\langle S^av,S^av\rangle\) (`hT`). The expectation value of (e) then reads \(\sum_a\|S^av\|^2=2\langle v,Hv\rangle+\tfrac{3N}{4}\langle v,v\rangle\), and `linear_combination` solves it for \(\langle v,Hv\rangle\).

```lean
/-- `⟨v, H v⟩` is half the sum of the squared norms of `S^a v` minus `3N/8` times `⟨v, v⟩`. -/
theorem energy_identity (v : (Fin N → Fin 2) → ℂ) :
    star v ⬝ᵥ ham N *ᵥ v = 1 / 2 * ∑ a, star (totalSpin N a *ᵥ v) ⬝ᵥ totalSpin N a *ᵥ v
      - 3 * N / 8 * (star v ⬝ᵥ v) := by
  have hT : ∀ a, star v ⬝ᵥ (totalSpin N a * totalSpin N a) *ᵥ v
      = star (totalSpin N a *ᵥ v) ⬝ᵥ totalSpin N a *ᵥ v := fun a => by
    rw [← mulVec_mulVec, dotProduct_mulVec, star_mulVec, (totalSpin_isHermitian N a).eq]
  have h := congrArg (fun M => star v ⬝ᵥ M *ᵥ v) (totalSpin_sq N)
  simp only [Fin.sum_univ_three, add_mulVec, dotProduct_add, hT, smul_mulVec, one_mulVec,
    dotProduct_smul, smul_eq_mul] at h
  rw [Fin.sum_univ_three]
  linear_combination (-1 / 2) * h
```

## (g) Energy \(-3N/8\) means zero total spin

Show, for any \(N\), that \(Hv=-\tfrac{3N}{8}v\) holds exactly when \(S^av=0\) for \(a=0,1,2\).

If the equation holds, then \(\langle v,Hv\rangle=-\tfrac{3N}{8}\langle v,v\rangle\), and (f) leaves \(\sum_a\|S^av\|^2=0\) (`hs`). Non-negative terms with zero sum vanish one by one. Conversely, if all \(S^av=0\), applying (e) to \(v\) gives \(0=2Hv+\tfrac{3N}{4}v\). The zero vector satisfies both sides, so existence of an eigenvector is still open.

```lean
/-- `H v = -(3N/8) v` holds exactly when all three total spin components annihilate `v`. -/
theorem ground_iff (v : (Fin N → Fin 2) → ℂ) :
    ham N *ᵥ v = (-3 * N / 8 : ℂ) • v ↔ ∀ a, totalSpin N a *ᵥ v = 0 := by
  constructor
  · intro hv a
    have h := energy_identity v
    rw [hv, dotProduct_smul, smul_eq_mul] at h
    -- a vanishing sum of squared norms
    have hs : ∑ a, star (totalSpin N a *ᵥ v) ⬝ᵥ totalSpin N a *ᵥ v = 0 := by
      linear_combination (-2) * h
    exact dotProduct_star_self_eq_zero.1 ((Finset.sum_eq_zero_iff_of_nonneg fun a _ =>
      dotProduct_star_self_nonneg _).1 hs a (Finset.mem_univ a))
  · intro hT
    have h := congrArg (fun M => M *ᵥ v) (totalSpin_sq N)
    simp only [Fin.sum_univ_three, add_mulVec, smul_mulVec, one_mulVec, ← mulVec_mulVec, hT,
      mulVec_zero, add_zero] at h
    funext σ
    have h1 := congrFun h σ
    simp only [Pi.add_apply, Pi.smul_apply, smul_eq_mul, Pi.zero_apply] at h1 ⊢
    linear_combination (-1 / 2) * h1
```

The forward direction turns on `open scoped ComplexOrder`. A squared norm written as a dot product has type `ℂ`, on which Mathlib leaves the order switched off by default. The scoped order declares \(z\le z'\) when the real parts are so ordered and the imaginary parts are equal (`Complex.le_def`), so \(0\le z\) says that \(z\) is a non-negative real number. With it, `dotProduct_star_self_nonneg` is a statement about complex numbers, the general lemma `Finset.sum_eq_zero_iff_of_nonneg` applies to `hs` directly, and `dotProduct_star_self_eq_zero` passes from zero norm to zero vector. Part (i) extracts real inequalities from the same order.

## (h) A nonzero state of zero total spin

Show that \(w\ne0\) and \(S^aw=0\) for \(N=M+M\).

On the configuration with the first \(M\) spins up and the last \(M\) down, every factor is \(\varepsilon(0,1)=1\), so \(w=1\) there. Group \(S^a=\sum_k(S^a_k+S^a_{M+k})\). With \(x=\sigma_k\), \(y=\sigma_{M+k}\) and \(R\) the product of the factors of the other pairs, (a) gives
\[\big((S^a_k+S^a_{M+k})w\big)(\sigma)=R\sum_b\big[s^a(x,b)\varepsilon(b,y)+s^a(y,b)\varepsilon(x,b)\big]=R\,\big(s^a\varepsilon+\varepsilon\,(s^a)^{\mathsf T}\big)(x,y).\]
For a \(2\times2\) matrix \(s\), multiplying out gives \(s\varepsilon+\varepsilon s^{\mathsf T}=(\operatorname{tr}s)\,\varepsilon\), and the \(s^a\) are traceless. Lean's `hpair` checks the twelve cases of \(a,x,y\) directly, and the last `h1` and `h2` pull out \(R\).

```lean
/-- The product of singlets is nonzero and annihilated by every total spin component. -/
theorem singletProduct_annihilated (M : ℕ) :
    singletProduct M ≠ 0 ∧ ∀ a, totalSpin (M + M) a *ᵥ singletProduct M = 0 := by
  refine ⟨fun h => ?_, fun a => funext fun σ => ?_⟩
  · have h1 := congrFun h (Fin.append (fun _ => 0) (fun _ => 1))
    simp only [singletProduct, Fin.append_left, Fin.append_right] at h1
    simp [eps] at h1
  have hpair : ∀ x y, ∑ b, spinHalf a x b * eps b y + ∑ b, spinHalf a y b * eps x b = 0 := by
    intro x y
    fin_cases a <;> fin_cases x <;> fin_cases y <;>
      simp [spinHalf, eps, Fin.sum_univ_two] <;> ring
  have hne : ∀ k l : Fin M, Fin.castAdd M k ≠ Fin.natAdd M l := fun k l h => by
    have h1 := congrArg Fin.val h
    have h2 : (k : ℕ) = M + l := h1
    have := k.isLt
    omega
  rw [totalSpin, sum_mulVec, Finset.sum_apply, Fin.sum_univ_add, ← Finset.sum_add_distrib]
  -- the two spins of pair k cancel; the other pairs give a common factor R
  refine Finset.sum_eq_zero fun k _ => ?_
  let R := ∏ l ∈ Finset.univ.erase k, eps (σ (Fin.castAdd M l)) (σ (Fin.natAdd M l))
  have h1 : ∀ b, singletProduct M (update σ (Fin.castAdd M k) b)
      = eps b (σ (Fin.natAdd M k)) * R := fun b => by
    rw [singletProduct, ← Finset.mul_prod_erase Finset.univ _ (Finset.mem_univ k)]
    simp only [update_self, update_of_ne (hne k k).symm]
    refine congrArg _ (Finset.prod_congr rfl fun l hl => ?_)
    have hc : Fin.castAdd M l ≠ Fin.castAdd M k := fun h => by
      have h3 := congrArg Fin.val h
      exact Finset.ne_of_mem_erase hl (Fin.ext h3)
    simp only [update_of_ne hc, update_of_ne (hne k l).symm]
  have h2 : ∀ b, singletProduct M (update σ (Fin.natAdd M k) b)
      = eps (σ (Fin.castAdd M k)) b * R := fun b => by
    rw [singletProduct, ← Finset.mul_prod_erase Finset.univ _ (Finset.mem_univ k)]
    simp only [update_self, update_of_ne (hne k k)]
    refine congrArg _ (Finset.prod_congr rfl fun l hl => ?_)
    have hc : Fin.natAdd M l ≠ Fin.natAdd M k := fun h => by
      have h3 := congrArg Fin.val h
      have h4 : M + (l : ℕ) = M + k := h3
      exact Finset.ne_of_mem_erase hl (Fin.ext (by omega))
    simp only [update_of_ne hc, update_of_ne (hne l k)]
  have hp := hpair (σ (Fin.castAdd M k)) (σ (Fin.natAdd M k))
  simp only [site_mulVec, h1, h2, Fin.sum_univ_two] at hp ⊢
  linear_combination R * hp
```

## (i) The lowest eigenvalue for even \(N\)

For even \(N\), show that \(-3N/8\) is the least real \(E\) with \(Hv=Ev\) for some \(v\ne0\), and that \(-\tfrac{3N}{8}\operatorname{Re}\langle v,v\rangle\le\operatorname{Re}\langle v,Hv\rangle\) for every \(v\).

Dropping the squares in the real part of (f) gives the inequality (`bound`), the Rayleigh–Ritz bound: a normalised trial state has energy at least \(-3N/8\). Evenness supplies \(M\), and (h) with (g) makes \(w\) an eigenvector at that value (`h2`). If \(Hv=Ev\) with \(v\ne0\), the bound reads \(-\tfrac{3N}{8}\langle v,v\rangle\le E\langle v,v\rangle\), and \(\langle v,v\rangle>0\) (`hn`) cancels.

`IsLeast` says that the value lies in the set and is less than or equal to all its members. The third clause repeats (g). The hypothesis `Even N` enters only through \(w\). It admits \(N=0\), with one empty configuration and \(H=0\), and \(N=2\) gives the two-spin singlet energy \(-3/4\). The theorem characterises the ground space without counting its dimension, gives no excited levels, and concerns equal couplings without a field.

```lean
/-- For even `N` the least real eigenvalue of `H` is `-3N/8`, in real parts every `v` has `⟨v, H v⟩`
at least `-(3N/8) ⟨v, v⟩`, and `H v = -(3N/8) v` exactly when the total spin annihilates `v`. -/
theorem ground_state (hN : Even N) :
    IsLeast {E : ℝ | ∃ v ≠ 0, ham N *ᵥ v = (E : ℂ) • v} (-3 * N / 8) ∧
    (∀ v, -3 * N / 8 * (star v ⬝ᵥ v).re ≤ (star v ⬝ᵥ ham N *ᵥ v).re) ∧
    ∀ v, ham N *ᵥ v = (-3 * N / 8 : ℂ) • v ↔ ∀ a, totalSpin N a *ᵥ v = 0 := by
  have bound : ∀ v, -3 * N / 8 * (star v ⬝ᵥ v).re ≤ (star v ⬝ᵥ ham N *ᵥ v).re := by
    intro v
    have hp : ∀ a, 0 ≤ (star (totalSpin N a *ᵥ v) ⬝ᵥ totalSpin N a *ᵥ v).re := fun a =>
      (Complex.le_def.1 (dotProduct_star_self_nonneg _)).1
    have c1 : (1 / 2 : ℂ) = ((1 / 2 : ℝ) : ℂ) := by simp
    have c2 : (3 * N / 8 : ℂ) = ((3 * N / 8 : ℝ) : ℂ) := by simp
    rw [energy_identity, Fin.sum_univ_three, c1, c2]
    simp only [Complex.sub_re, Complex.re_ofReal_mul, Complex.add_re]
    linarith [hp 0, hp 1, hp 2]
  obtain ⟨w, hw, hT⟩ : ∃ w ≠ 0, ∀ a, totalSpin N a *ᵥ w = 0 := by
    obtain ⟨M, rfl⟩ := hN
    exact ⟨_, singletProduct_annihilated M⟩
  have hc : ((-3 * N / 8 : ℝ) : ℂ) = -3 * N / 8 := by simp
  have h2 : ham N *ᵥ w = ((-3 * N / 8 : ℝ) : ℂ) • w := by
    rw [hc]
    exact (ground_iff w).2 hT
  refine ⟨⟨⟨w, hw, h2⟩, ?_⟩, bound, ground_iff⟩
  rintro E ⟨v, hv, hE⟩
  have hn : 0 < star v ⬝ᵥ v := lt_of_le_of_ne (dotProduct_star_self_nonneg v)
    fun h => hv (dotProduct_star_self_eq_zero.1 h.symm)
  have h := bound v
  rw [hE, dotProduct_smul, smul_eq_mul, Complex.re_ofReal_mul] at h
  exact le_of_mul_le_mul_right h (Complex.lt_def.1 hn).1
```

## (j) Odd \(N\) never reaches \(-3N/8\)

For odd \(N\), show that \(Hv=-\tfrac{3N}{8}v\) forces \(v=0\).

By (g) with \(a=2\), \(S^2v=0\), where the superscript is the index of the \(z\) component. By (a), \((S_i^2v)(\sigma)=(\tfrac12-\sigma_i)v(\sigma)\) (`hterm`). Summing over \(i\) gives \((\tfrac N2-n)\,v(\sigma)=0\), with \(n=\sum_i\sigma_i\) the number of down spins. The prefactor vanishes only if \(N=2n\), which `omega` rules out for odd \(N\), so \(v(\sigma)=0\) for every \(\sigma\). The ground energy for odd \(N\) is not determined by this statement; at \(N=1\), where \(H=0\), it says that \(-3/8\) is not an eigenvalue.

```lean
/-- For odd `N` only the zero vector satisfies `H v = -(3N/8) v`. -/
theorem odd_not_attained (hN : Odd N) (v : (Fin N → Fin 2) → ℂ)
    (h : ham N *ᵥ v = (-3 * N / 8 : ℂ) • v) : v = 0 := by
  funext σ
  have hz := congrFun ((ground_iff v).1 h 2) σ
  rw [totalSpin, sum_mulVec, Finset.sum_apply] at hz
  have h00 : spinHalf 2 0 0 = 1 / 2 := by simp [spinHalf]
  have h01 : spinHalf 2 0 1 = 0 := by simp [spinHalf]
  have h10 : spinHalf 2 1 0 = 0 := by simp [spinHalf]
  have h11 : spinHalf 2 1 1 = -1 / 2 := by simp [spinHalf]
  -- the z component is diagonal in the configuration basis
  have hterm : ∀ i, (site i (spinHalf 2) *ᵥ v) σ = (1 / 2 - ((σ i : ℕ) : ℂ)) * v σ := by
    intro i
    have hu : update σ i (σ i) = σ := update_eq_self i σ
    have hx : ∀ x : Fin 2, x = 0 ∨ x = 1 := by decide
    rw [site_mulVec, Fin.sum_univ_two]
    rcases hx (σ i) with hx | hx <;> rw [hx] at hu ⊢ <;>
      simp only [hu, h00, h01, h10, h11, Fin.val_zero, Fin.val_one, Nat.cast_zero,
        Nat.cast_one] <;> ring
  have h1 : (∑ i, (1 / 2 - ((σ i : ℕ) : ℂ))) * v σ = 0 := by
    rw [Finset.sum_mul]
    exact (Finset.sum_congr rfl fun i _ => (hterm i).symm).trans hz
  refine (mul_eq_zero.1 h1).resolve_left fun h0 => ?_
  simp only [Finset.sum_sub_distrib, Finset.sum_const, Finset.card_univ, Fintype.card_fin,
    nsmul_eq_mul, ← Nat.cast_sum] at h0
  generalize ∑ i, (σ i : ℕ) = n at h0
  have h2 : (N : ℂ) = 2 * n := by linear_combination 2 * h0
  have h3 : N = 2 * n := by exact_mod_cast h2
  obtain ⟨m, hm⟩ := hN
  omega

end

end AllToAllAntiferromagnet
```

```lean
#print axioms AllToAllAntiferromagnet.ground_state
-- 'AllToAllAntiferromagnet.ground_state' depends on axioms: [propext, Classical.choice, Quot.sound]
#print axioms AllToAllAntiferromagnet.odd_not_attained
-- 'AllToAllAntiferromagnet.odd_not_attained' depends on axioms: [propext, Classical.choice, Quot.sound]
```
